# The index of a two-dimensional superlattice with a lower-triangular cell and positive diagonal is the product of the diagonal entries

A superlattice of the parent lattice `ℤ²` consists of all integer combinations of the columns of an integer matrix `M`. The theorem `index_columnSpan` takes `M` lower triangular with positive diagonal entries and says that the index of this subgroup, which is the number of parent-lattice sites per supercell, equals `M 0 0 * M 1 1`. The entry below the diagonal may be any integer. The proof maps the sites of a rectangular box, with the diagonal entries as side lengths, to the cosets of the superlattice, shows that this map is a bijection, and counts the sites.

Lean 4 with Mathlib refuses this proof:

```lean
import Mathlib

open Matrix

namespace DerivativeSuperlattices

/-- The subgroup of the parent lattice `ℤ²` formed by all integer combinations of the columns of
`M`. -/
def columnSpan (M : Matrix (Fin 2) (Fin 2) ℤ) : AddSubgroup (Fin 2 → ℤ) :=
  M.mulVecLin.toAddMonoidHom.range

/-- For `M = [[a, 0], [b, c]]`, a site belongs to the column span exactly when its coordinates are
`(a k, b k + c l)` for integers `k` and `l`. -/
theorem mem_columnSpan_iff (M : Matrix (Fin 2) (Fin 2) ℤ) (h : M 0 1 = 0) (v : Fin 2 → ℤ) :
    v ∈ columnSpan M ↔ ∃ k l : ℤ, v 0 = M 0 0 * k ∧ v 1 = M 1 0 * k + M 1 1 * l := by
  have hm : v ∈ columnSpan M ↔ ∃ k : Fin 2 → ℤ, M *ᵥ k = v := Iff.rfl
  rw [hm]
  constructor
  · rintro ⟨k, rfl⟩
    exact ⟨k 0, k 1, by simp [Matrix.mulVec, dotProduct, Fin.sum_univ_two, h],
      by simp [Matrix.mulVec, dotProduct, Fin.sum_univ_two]⟩
  · rintro ⟨k, l, h0, h1⟩
    refine ⟨![k, l], ?_⟩
    ext i
    fin_cases i
    · simp [Matrix.mulVec, dotProduct, Fin.sum_univ_two, h, h0]
    · simp [Matrix.mulVec, dotProduct, Fin.sum_univ_two, h1]

/-- Two residues in the same window of length `a` that differ by `a k` have `k = 0`. -/
theorem shift_eq_zero {a x y k : ℤ} (hx : 0 ≤ x) (hxa : x < a) (hy : 0 ≤ y) (hya : y < a)
    (h : y = x + a * k) : k = 0 := by
  have h1 : k < 1 := by
    by_contra hk
    nlinarith [not_lt.mp hk]
  have h2 : -1 < k := by
    by_contra hk
    nlinarith [not_lt.mp hk]
  omega

/-- The index of the superlattice of a lower-triangular cell with positive diagonal is the
product of the diagonal entries. -/
theorem index_columnSpan (M : Matrix (Fin 2) (Fin 2) ℤ) (h : M 0 1 = 0)
    (h0 : 0 < M 0 0) (h1 : 0 < M 1 1) :
    ((columnSpan M).index : ℤ) = M 0 0 * M 1 1 := by
  obtain ⟨a, ha⟩ := Int.eq_ofNat_of_zero_le h0.le
  obtain ⟨c, hc⟩ := Int.eq_ofNat_of_zero_le h1.le
  -- the sites of an `a × c` box represent every coset exactly once
  let f : Fin a × Fin c → (Fin 2 → ℤ) ⧸ columnSpan M :=
    fun p => QuotientAddGroup.mk ![((p.1 : ℕ) : ℤ), ((p.2 : ℕ) : ℤ)]
  have hf : Function.Bijective f := by
    constructor
    · rintro ⟨i, j⟩ ⟨i', j'⟩ hij
      obtain ⟨k, l, e0, e1⟩ := (mem_columnSpan_iff M h _).mp (QuotientAddGroup.eq.mp hij)
      have e0 : -((i : ℕ) : ℤ) + ((i' : ℕ) : ℤ) = M 0 0 * k := e0
      have e1 : -((j : ℕ) : ℤ) + ((j' : ℕ) : ℤ) = M 1 0 * k + M 1 1 * l := e1
      have hi := i.isLt
      have hi' := i'.isLt
      have hj := j.isLt
      have hj' := j'.isLt
      have hk : k = 0 := shift_eq_zero (a := M 0 0) (x := ((i : ℕ) : ℤ))
        (y := ((i' : ℕ) : ℤ)) (by omega) (by omega) (by omega) (by omega) (by linarith)
      subst hk
      have hl : l = 0 := shift_eq_zero (a := M 1 1) (x := ((j : ℕ) : ℤ))
        (y := ((j' : ℕ) : ℤ)) (by omega) (by omega) (by omega) (by omega) (by linarith)
      subst hl
      simp only [mul_zero, add_zero] at e0 e1
      exact Prod.ext (Fin.ext (by omega)) (Fin.ext (by omega))
    · intro q
      obtain ⟨v, rfl⟩ := QuotientAddGroup.mk_surjective q
      obtain ⟨i, hi⟩ := Int.eq_ofNat_of_zero_le (Int.emod_nonneg (v 0) h0.ne')
      obtain ⟨j, hj⟩ := Int.eq_ofNat_of_zero_le
        (Int.emod_nonneg (v 1 - M 1 0 * (v 0 / M 0 0)) h1.ne')
      have hia := Int.emod_lt_of_pos (v 0) h0
      have hjc := Int.emod_lt_of_pos (v 1 - M 1 0 * (v 0 / M 0 0)) h1
      rw [hi] at hia
      rw [hj] at hjc
      refine ⟨(⟨i, by omega⟩, ⟨j, by omega⟩), QuotientAddGroup.eq.mpr ?_⟩
      rw [mem_columnSpan_iff M h]
      rw [Int.emod_def] at hi hj
      refine ⟨v 0 / M 0 0, (v 1 - M 1 0 * (v 0 / M 0 0)) / M 1 1, ?_, ?_⟩
      · show -(i : ℤ) + v 0 = _
        linarith
      · show -(j : ℤ) + v 1 = _
        linarith
  have hcard : (columnSpan M).index = a * c :=
    calc (columnSpan M).index = Nat.card (Fin a × Fin c) :=
          (Nat.card_eq_of_bijective f hf).symm
      _ = a * c := by simp
  rw [hcard, ha, hc]
  push_cast
  rfl

end DerivativeSuperlattices
```

Compiling this gives:

```
Main.lean:67:34: error: omega could not prove the goal:
a possible counterexample may satisfy the constraints
  l ≥ 0
  k ≥ 0
  k - l ≥ 1
  g ≥ 0
  e ≥ 0
  d ≥ 1
  d - g ≥ 1
  b ≥ 1
  b - e ≥ 1
  b - k ≥ 1
  b - l ≥ 1
where
 b := ↑a
 d := ↑c
 e := ↑↑i'
 g := ↑↑j'
 k := ↑↑(i', j').1
 l := ↑↑(i, j).1
Main.lean:67:55: error: omega could not prove the goal:
a possible counterexample may satisfy the constraints
  l ≥ 0
  k ≥ 0
  k - l ≥ 1
  g ≥ 0
  e ≥ 0
  d ≥ 1
  d - g ≥ 1
  d - k ≥ 1
  d - l ≥ 1
  b ≥ 1
  b - e ≥ 1
where
 b := ↑a
 d := ↑c
 e := ↑↑i'
 g := ↑↑j'
 k := ↑↑(i', j').2
 l := ↑↑(i, j).2
```

Cause. Both errors come at the end of the injectivity argument, where two box sites in the same coset must be shown equal. By then `e0` and `e1` give what is needed: `i` and `i'` have equal values, and so do `j` and `j'`.

But `Prod.ext` asks for equality of the components of the pairs, so the goals given to `omega` speak of `(i, j).1` and `(i', j').1`, then of `(i, j).2` and `(i', j').2`. `omega` does not reduce these projections. It treats their values as new unknowns, unrelated to those in `e0` and `e1`, as the first counterexample shows by listing `↑↑i'` and `↑↑(i', j').1` separately. Nothing then stops the two sides of each goal from differing.

The repair first states the equalities as `ei` and `ej`, directly in terms of `i`, `i'`, `j` and `j'`, where `omega` can use the hypotheses. `Fin.ext ei` and `Fin.ext ej` then fit what `Prod.ext` asks for, because `(i, j).1` is `i` by definition, and likewise for the other components, and Lean checks this when it compares the types.

As a diff, the version that Lean accepts:

```diff
@@ -65,5 +65,7 @@
       subst hl
       simp only [mul_zero, add_zero] at e0 e1
-      exact Prod.ext (Fin.ext (by omega)) (Fin.ext (by omega))
+      have ei : (i : ℕ) = (i' : ℕ) := by omega
+      have ej : (j : ℕ) = (j' : ℕ) := by omega
+      exact Prod.ext (Fin.ext ei) (Fin.ext ej)
     · intro q
       obtain ⟨v, rfl⟩ := QuotientAddGroup.mk_surjective q
```
